# Asymmetric and symmetric Trotter products have equal traces against an observable that commutes with the split term

A Trotter product approximates the exponential of a sum A + B by alternating exponentials of A and B, either as exp(tA) exp(tB) or in the symmetric form exp(tA/2) exp(tB) exp(tA/2). The lemma says that if a matrix O commutes with A, then the trace of O times the n-th power of either step is the same, for every real t and every natural number n. The matrices are finite and complex, and need not be Hermitian; the traces are unnormalised, but the case O = 1 shows that the normalised averages agree too, wherever the trace of the product is non-zero. The proof uses the half step a = exp(tA/2), which carries one product into the other by similarity, and then removes a and its inverse by the cyclic property of the trace and the fact that a commutes with O.

The failing Lean file:

```lean
import Mathlib

open Matrix
open scoped Matrix.Norms.Operator

namespace TrotterTrace

noncomputable section

variable {ι : Type*} [Fintype ι] [DecidableEq ι]

/-- The primitive (asymmetric) Trotter step `exp(tA) exp(tB)`. -/
def primitiveStep (A B : Matrix ι ι ℂ) (t : ℝ) : Matrix ι ι ℂ :=
  NormedSpace.exp (t • A) * NormedSpace.exp (t • B)

/-- The symmetric Trotter step `exp(tA/2) exp(tB) exp(tA/2)`. -/
def symmetricStep (A B : Matrix ι ι ℂ) (t : ℝ) : Matrix ι ι ℂ :=
  NormedSpace.exp ((t / 2) • A) * NormedSpace.exp (t • B) * NormedSpace.exp ((t / 2) • A)

/-- For an observable `O` commuting with `A`, the primitive and the symmetric Trotter
products give the same trace, for every step size and number of steps. -/
theorem trace_primitive_eq_symmetric {O A : Matrix ι ι ℂ} (B : Matrix ι ι ℂ)
    (hO : Commute O A) (t : ℝ) (n : ℕ) :
    trace (O * primitiveStep A B t ^ n) = trace (O * symmetricStep A B t ^ n) := by
  set a := NormedSpace.exp ((t / 2) • A) with ha
  set a' := NormedSpace.exp (-((t / 2) • A)) with ha'
  have haa : NormedSpace.exp (t • A) = a * a := by
    rw [ha, ← Matrix.exp_add_of_commute _ _ (Commute.refl _)]
    congr 1
    module
  have hinv : a * a' = 1 := by
    rw [ha, ha', ← Matrix.exp_add_of_commute _ _ (Commute.refl _).neg_right, add_neg_cancel,
      NormedSpace.exp_zero]
  have hinv' : a' * a = 1 := mul_eq_one_comm.1 hinv
  have hOa : O * a = a * O := ((hO.smul_right (t / 2)).exp_right).eq
  -- the two steps are similar through the half step a
  have hs : SemiconjBy a (symmetricStep A B t) (primitiveStep A B t) := by
    show a * (a * _ * a) = NormedSpace.exp (t • A) * _ * a
    rw [haa]
    simp only [mul_assoc]
  have hp : a * symmetricStep A B t ^ n = primitiveStep A B t ^ n * a := (hs.pow_right n).eq
  calc trace (O * primitiveStep A B t ^ n)
      = trace (O * (primitiveStep A B t ^ n * a) * a') := by
        rw [mul_assoc, mul_assoc, hinv, mul_one]
    _ = trace (a' * (O * a * symmetricStep A B t ^ n)) := by
        rw [← hp, Matrix.trace_mul_comm, ← mul_assoc O]
    _ = trace (O * symmetricStep A B t ^ n) := by
        rw [hOa, mul_assoc a, ← mul_assoc a', hinv', one_mul]

end

end TrotterTrace
```

The compiler's answer:

```
Main.lean:32:49: error(lean.synthInstanceFailed): failed to synthesize instance of type class
  HasDistribNeg (Matrix ?m.142 ?m.142 ?m.143)

Hint: Type class instance resolution failures can be inspected with the `set_option trace.Meta.synthInstance true` command.
```

Diagnosis. The error is in the proof of `hinv`, which says that the half step times the exponential of the negated exponent is 1. To merge the two exponentials, `Matrix.exp_add_of_commute` needs a proof that their exponents commute, and the attempt supplies `(Commute.refl _).neg_right`. Lean elaborates this term before the rewrite has matched the goal, so the underscores are still unknown, and so are the matrices' index type and entry type. `neg_right` needs a `HasDistribNeg` instance, which says that negation is compatible with multiplication, and Lean can't find one for `Matrix ?m.142 ?m.142 ?m.143`, where the question marks stand for those unknown types.

The repair proves the commutation first, as `hcomm`, with both exponents written out. The types are then known, the instance can be found, and the rewrite receives a finished proof. The remaining steps of the `rw` are unchanged.

This version goes through:

```diff
@@ -30,6 +30,7 @@
     module
   have hinv : a * a' = 1 := by
-    rw [ha, ha', ← Matrix.exp_add_of_commute _ _ (Commute.refl _).neg_right, add_neg_cancel,
-      NormedSpace.exp_zero]
+    have hcomm : Commute ((t / 2) • A) (-((t / 2) • A)) :=
+      (Commute.refl ((t / 2) • A)).neg_right
+    rw [ha, ha', ← Matrix.exp_add_of_commute _ _ hcomm, add_neg_cancel, NormedSpace.exp_zero]
   have hinv' : a' * a = 1 := mul_eq_one_comm.1 hinv
   have hOa : O * a = a * O := ((hO.smul_right (t / 2)).exp_right).eq
```
